# Additivity of the von Neumann entropy for a product of two finite-dimensional states

For density matrices σ and τ of two finite-dimensional systems, `entropy_product` says that the von Neumann entropy of the product state σ ⊗ τ is the sum of the entropies of σ and τ. The lemma assumes only that the two matrices are Hermitian with trace one, not that they are positive; its `entropy` is the sum of −p log p over the eigenvalues, where Lean's real logarithm takes log |p| for negative p and 0 at p = 0. The proof diagonalises each factor by a unitary, so that the eigenvalues of the product are the products of the eigenvalues. It then expands −pq log(pq) and uses the fact that each factor's eigenvalues sum to one.

The failing Lean file:

```lean
import Mathlib

open Matrix
open scoped Kronecker ComplexOrder

namespace QuantumSubadditivity

noncomputable section

variable {m n : Type*} [Fintype m] [Fintype n] [DecidableEq m] [DecidableEq n]

/-- The sum of `-p log p` over the real parts `p` of the eigenvalues, counted with multiplicity as
roots of the characteristic polynomial. For a density matrix this is the von Neumann entropy in
nats. -/
def entropy (A : Matrix n n ℂ) : ℝ :=
  (A.charpoly.roots.map fun z => Real.negMulLog z.re).sum

/-- A Hermitian matrix is diagonal, with its eigenvalues as entries, in some orthonormal basis. -/
theorem exists_eigenbasis {A : Matrix n n ℂ} (hA : A.IsHermitian) :
    ∃ U ∈ unitaryGroup n ℂ,
      A = U * diagonal (fun i => (hA.eigenvalues i : ℂ)) * star U := by
  refine ⟨hA.eigenvectorUnitary, hA.eigenvectorUnitary.2, ?_⟩
  have h := hA.spectral_theorem
  rw [Unitary.conjStarAlgAut_apply] at h
  exact h

/-- The entropy of a matrix that a unitary brings to real diagonal form is the sum of
`-d log d` over the diagonal entries. -/
theorem entropy_eq_of_diagonalization {A U : Matrix n n ℂ} {d : n → ℝ}
    (hU : U ∈ unitaryGroup n ℂ) (h : A = U * diagonal (fun i => (d i : ℂ)) * star U) :
    entropy A = ∑ i, Real.negMulLog (d i) := by
  have hD : charmatrix (diagonal fun i => (d i : ℂ)) =
      diagonal fun i => Polynomial.X - Polynomial.C (d i : ℂ) := by
    ext1 i j
    by_cases hij : i = j
    · subst hij; simp
    · simp [hij]
  have hc : A.charpoly = ((Finset.univ.val.map fun i => (d i : ℂ)).map
      fun a => Polynomial.X - Polynomial.C a).prod := by
    rw [h, charpoly_mul_comm, ← mul_assoc, mem_unitaryGroup_iff'.1 hU, one_mul,
      Matrix.charpoly, hD, det_diagonal, Multiset.map_map]
    rfl
  rw [entropy, hc, Polynomial.roots_multiset_prod_X_sub_C, Multiset.map_map]
  rfl

/-- The Kronecker product of two unitaries is unitary. -/
theorem kronecker_unitary {U : Matrix m m ℂ} {V : Matrix n n ℂ}
    (hU : U ∈ unitaryGroup m ℂ) (hV : V ∈ unitaryGroup n ℂ) :
    U ⊗ₖ V ∈ unitaryGroup (m × n) ℂ := by
  have h1 : U * Uᴴ = 1 := mem_unitaryGroup_iff.1 hU
  have h2 : V * Vᴴ = 1 := mem_unitaryGroup_iff.1 hV
  rw [mem_unitaryGroup_iff, star_eq_conjTranspose, conjTranspose_kronecker,
    ← mul_kronecker_mul, h1, h2, one_kronecker_one]

/-- The value of `entropy` on the Kronecker product of two Hermitian trace-one matrices is the sum
of its values on the factors. -/
theorem entropy_product {σ : Matrix m m ℂ} {τ : Matrix n n ℂ}
    (hσ : σ.IsHermitian) (hτ : τ.IsHermitian) (tσ : σ.trace = 1) (tτ : τ.trace = 1) :
    entropy (σ ⊗ₖ τ) = entropy σ + entropy τ := by
  obtain ⟨U, hU, dσ⟩ := exists_eigenbasis hσ
  obtain ⟨V, hV, dτ⟩ := exists_eigenbasis hτ
  have sa : ∑ i, hσ.eigenvalues i = 1 := by
    have h := hσ.trace_eq_sum_eigenvalues
    rw [tσ] at h
    exact_mod_cast h.symm
  have sb : ∑ j, hτ.eigenvalues j = 1 := by
    have h := hτ.trace_eq_sum_eigenvalues
    rw [tτ] at h
    exact_mod_cast h.symm
  -- the eigenvalues of the product are the products of the eigenvalues
  have h : σ ⊗ₖ τ = (U ⊗ₖ V) * diagonal (fun x : m × n =>
      ((hσ.eigenvalues x.1 * hτ.eigenvalues x.2 : ℝ) : ℂ)) * star (U ⊗ₖ V) := by
    simp only [Complex.ofReal_mul]
    rw [← diagonal_kronecker_diagonal (fun i => (hσ.eigenvalues i : ℂ))
      (fun j => (hτ.eigenvalues j : ℂ)), star_eq_conjTranspose, conjTranspose_kronecker,
      ← mul_kronecker_mul, ← mul_kronecker_mul]
    exact congrArg₂ (fun X Y => X ⊗ₖ Y) dσ dτ
  rw [entropy_eq_of_diagonalization (kronecker_unitary hU hV) h,
    entropy_eq_of_diagonalization hU dσ, entropy_eq_of_diagonalization hV dτ,
    Fintype.sum_prod_type]
  simp only [Real.negMulLog_mul, Finset.sum_add_distrib, ← Finset.mul_sum,
    ← Finset.sum_mul, sa, sb, one_mul]

end

end QuantumSubadditivity
```

The compiler's answer:

```
Main.lean:65:4: error: mod_cast has type
  ↑(∑ i, hσ.eigenvalues i) = 1
but is expected to have type
  ∑ i, hσ.eigenvalues i = 1
Main.lean:69:4: error: mod_cast has type
  ↑(∑ i, hτ.eigenvalues i) = 1
but is expected to have type
  ∑ j, hτ.eigenvalues j = 1
```

Diagnosis. Both errors come from the step that turns "trace one" into "the real eigenvalues sum to one", once for σ and once for τ. `trace_eq_sum_eigenvalues` is stated for any `RCLike` field, so even over ℂ it casts the real eigenvalues by the generic `RCLike` cast, not by `Complex.ofReal`. Both casts are printed as `↑`. `exact_mod_cast` can gather the generic casts into one around the sum, as the messages show. To remove that cast it must also write the complex 1 as the cast of a real number, and for this it uses the standard cast from ℝ to ℂ, `Complex.ofReal`. The two sides then carry different casts, which the tactic's lemmas do not match with each other, so the equation stays in ℂ while the goal is in ℝ.

The repair states `h'` with `Complex.ofReal` around the whole real sum. `Complex.ofReal_sum` moves this cast inside the sum, and `exact h` then closes the goal because the two casts are equal by definition, which `exact` can check by unfolding them. The last line writes the complex 1 as the cast of the real 1, by `Complex.ofReal_one`. Both sides now have the same cast, and `Complex.ofReal_injective` gives the equation in ℝ. The same change is made for τ.

Lean accepts the file once it reads:

```diff
@@ -63,9 +63,13 @@
     have h := hσ.trace_eq_sum_eigenvalues
     rw [tσ] at h
-    exact_mod_cast h.symm
+    have h' : (1 : ℂ) = ((∑ i, hσ.eigenvalues i : ℝ) : ℂ) := by
+      rw [Complex.ofReal_sum]; exact h
+    exact Complex.ofReal_injective (h'.symm.trans Complex.ofReal_one.symm)
   have sb : ∑ j, hτ.eigenvalues j = 1 := by
     have h := hτ.trace_eq_sum_eigenvalues
     rw [tτ] at h
-    exact_mod_cast h.symm
+    have h' : (1 : ℂ) = ((∑ j, hτ.eigenvalues j : ℝ) : ℂ) := by
+      rw [Complex.ofReal_sum]; exact h
+    exact Complex.ofReal_injective (h'.symm.trans Complex.ofReal_one.symm)
   -- the eigenvalues of the product are the products of the eigenvalues
   have h : σ ⊗ₖ τ = (U ⊗ₖ V) * diagonal (fun x : m × n =>
```
